# Bottleneck bound for a finite Markov chain started in equilibrium restricted to a set

A particle sits in state 0 of a two-state chain. In each step it leaves with probability $a$, and from state 1 it returns with probability $b$. Let $m_n$ be the probability of finding it in state 1 after $n$ steps. Then

$$m_{n+1} = (1-m_n)\,a + m_n(1-b) \le m_n + a,$$

and since $m_0=0$, it follows that $m_n \le na$. With $a = 0.001$, at least 90% of the probability is still in state 0 after 100 steps, whatever $b$ is.

Two facts were used: at most $a$ arrives per step, and probability that is already outside does not multiply. If state 0 is replaced by a set $S$ of many states, the first fact needs care, because the distribution inside $S$ changes and might pile up at the exits. The problems below show that this cannot happen when the chain starts from its equilibrium distribution restricted to $S$.

## Chain, weight and flow

The state space `α` is finite and time is discrete.

```lean
import Mathlib

open Matrix

namespace BottleneckBound

noncomputable section

variable {α : Type*} [Fintype α] [DecidableEq α]
```

The entry $P(x,y)$ is the probability of a jump from $x$ to $y$, so rows sum to one.

```lean
/-- A transition matrix: non-negative entries, each row summing to one. -/
structure IsStochastic (P : Matrix α α ℝ) : Prop where
  nonneg : ∀ x y, 0 ≤ P x y
  row_sum : ∀ x, ∑ y, P x y = 1
```

The weight $p$ is stationary: $\sum_x p(x)P(x,y)=p(y)$. It need not be normalised, so Boltzmann weights will do without their partition function. Neither detailed balance nor irreducibility is assumed.

```lean
/-- A stationary weight of the chain: non-negative and unchanged by one step.
It need not be normalised. -/
structure IsStationary (P : Matrix α α ℝ) (p : α → ℝ) : Prop where
  nonneg : ∀ x, 0 ≤ p x
  invariant : ∀ y, ∑ x, p x * P x y = p y
```

Write $p(S)=\sum_{x\in S}p(x)$, and $S^c$ for the complement of $S$.

```lean
/-- The total weight that `p` gives to the set `S`. -/
def mass (p : α → ℝ) (S : Finset α) : ℝ := ∑ x ∈ S, p x
```

The stationary flow out of $S$ is $Q=\sum_{x\in S}\sum_{y\in S^c}p(x)P(x,y)$. Rescaling $p$ changes $Q$ and $p(S)$ by the same factor.

```lean
/-- The flow `Q` out of `S` in one step, when the states are weighted by `p`. -/
def flow (P : Matrix α α ℝ) (p : α → ℝ) (S : Finset α) : ℝ :=
  ∑ x ∈ S, ∑ y ∈ Sᶜ, p x * P x y
```

The conditioned distribution $p_S$ equals $p(x)/p(S)$ on $S$ and zero elsewhere. For $p(S)>0$ it is the equilibrium distribution restricted to $S$ and normalised.

```lean
/-- The weight `p` conditioned on `S`. -/
def conditioned (p : α → ℝ) (S : Finset α) : α → ℝ :=
  fun x => if x ∈ S then p x / mass p S else 0
```

A starting distribution $\mu$ is a row vector, and $\mu_n=\mu P^n$ is the distribution after $n$ steps.

```lean
/-- The distribution after `n` steps of the chain started from `μ`. -/
def evolve (P : Matrix α α ℝ) (μ : α → ℝ) (n : ℕ) : α → ℝ := μ ᵥ* (P ^ n)
```

## (a) One more step

For any start $\mu$, show that

$$\mu_{n+1}(y)=\sum_x \mu_n(x)P(x,y).$$

**Solution.** Since $P^{n+1}=P^nP$, associativity gives $\mu P^{n+1}=(\mu P^n)P$. The $y$ component is the claim. The Lean proof rewrites with the same two facts.

```lean
/-- One more step of the chain redistributes the current mass according to `P`. -/
theorem evolve_succ (P : Matrix α α ℝ) (μ : α → ℝ) (n : ℕ) (y : α) :
    evolve P μ (n + 1) y = ∑ x, evolve P μ n x * P x y := by
  unfold evolve
  rw [pow_succ, ← Matrix.vecMul_vecMul]
  rfl
```

## (b) No pile-up at the exits

Let $\mu=p_S$. Show that for all $n$ and $x$

$$0\le\mu_n(x)\le \frac{p(x)}{p(S)}.$$

**Solution.** At $n=0$ the value is either $p(x)/p(S)$ or $0$, and both satisfy the claim. If it holds at $n$, then $\mu_{n+1}(x)$ is a sum of non-negative terms, and

$$\mu_{n+1}(x)=\sum_z\mu_n(z)P(z,x)\le\frac{1}{p(S)}\sum_z p(z)P(z,x)=\frac{p(x)}{p(S)}.$$

The inequality uses $P\ge0$, the last equality stationarity. The `calc` block in the induction step is this line. Lean sets division by zero to zero, which is why this lemma and the next can be stated without $p(S)>0$.

```lean
/-- Started from `p` conditioned on `S`, the distribution is at all times non-negative and
at most `p / p(S)` in every state. -/
theorem evolve_bounds {P : Matrix α α ℝ} {p : α → ℝ} (hP : IsStochastic P)
    (hp : IsStationary P p) (S : Finset α) (n : ℕ) (x : α) :
    0 ≤ evolve P (conditioned p S) n x ∧
      evolve P (conditioned p S) n x ≤ p x / mass p S := by
  have hm : 0 ≤ mass p S := Finset.sum_nonneg fun z _ => hp.nonneg z
  induction n generalizing x with
  | zero =>
    have h := div_nonneg (hp.nonneg x) hm
    simp only [evolve, pow_zero, Matrix.vecMul_one, conditioned]
    split_ifs
    · exact ⟨h, le_rfl⟩
    · exact ⟨le_rfl, h⟩
  | succ n ih =>
    rw [evolve_succ]
    refine ⟨Finset.sum_nonneg fun z _ => mul_nonneg (ih z).1 (hP.nonneg z x), ?_⟩
    -- a stochastic step preserves the order, and `p` is invariant
    calc ∑ z, evolve P (conditioned p S) n z * P z x
        ≤ ∑ z, p z / mass p S * P z x :=
          Finset.sum_le_sum fun z _ => mul_le_mul_of_nonneg_right (ih z).2 (hP.nonneg z x)
      _ = (∑ z, p z * P z x) / mass p S := by
          rw [Finset.sum_div]
          exact Finset.sum_congr rfl fun z _ => by ring
      _ = p x / mass p S := by rw [hp.invariant x]
```

## (c) Leakage in one step

Again with $\mu=p_S$, show that

$$\mu_{n+1}(S^c)\le\mu_n(S^c)+\frac{Q}{p(S)}.$$

**Solution.** Split the mass arriving in $S^c$ by its origin:

$$\mu_{n+1}(S^c)=\sum_{x\in S}\sum_{y\in S^c}\mu_n(x)P(x,y)+\sum_{x\in S^c}\sum_{y\in S^c}\mu_n(x)P(x,y).$$

By (b), the first sum is at most $Q/p(S)$. In the second, $\sum_{y\in S^c}P(x,y)\le1$, so it is at most $\mu_n(S^c)$. In the code these steps are `hsplit`, `hin` and `hout`, with `μ` and `ν` standing for the distributions after $n$ and $n+1$ steps.

```lean
/-- Started from `p` conditioned on `S`, the chain gains in each step at most `Q / p(S)` of mass
outside `S`. -/
theorem leak_per_step {P : Matrix α α ℝ} {p : α → ℝ} (hP : IsStochastic P)
    (hp : IsStationary P p) (S : Finset α) (n : ℕ) :
    mass (evolve P (conditioned p S) (n + 1)) Sᶜ ≤
      mass (evolve P (conditioned p S) n) Sᶜ + flow P p S / mass p S := by
  have hb := evolve_bounds hP hp S n
  have hsucc := evolve_succ P (conditioned p S) n
  generalize evolve P (conditioned p S) (n + 1) = ν at *
  generalize evolve P (conditioned p S) n = μ at *
  -- mass arriving from inside `S`
  have hin : ∑ x ∈ S, ∑ y ∈ Sᶜ, μ x * P x y ≤ flow P p S / mass p S := by
    rw [flow, Finset.sum_div]
    refine Finset.sum_le_sum fun x _ => ?_
    rw [Finset.sum_div]
    refine Finset.sum_le_sum fun y _ => ?_
    calc μ x * P x y ≤ p x / mass p S * P x y :=
          mul_le_mul_of_nonneg_right (hb x).2 (hP.nonneg x y)
      _ = p x * P x y / mass p S := by ring
  -- mass that was already outside
  have hout : ∑ x ∈ Sᶜ, ∑ y ∈ Sᶜ, μ x * P x y ≤ mass μ Sᶜ := by
    unfold mass
    refine Finset.sum_le_sum fun x _ => ?_
    rw [← Finset.mul_sum]
    have h1 : ∑ y ∈ Sᶜ, P x y ≤ 1 :=
      (Finset.sum_le_sum_of_subset_of_nonneg (Finset.subset_univ _)
        (fun y _ _ => hP.nonneg x y)).trans_eq (hP.row_sum x)
    exact mul_le_of_le_one_right (hb x).1 h1
  have hsplit : mass ν Sᶜ =
      ∑ x ∈ S, ∑ y ∈ Sᶜ, μ x * P x y + ∑ x ∈ Sᶜ, ∑ y ∈ Sᶜ, μ x * P x y := by
    rw [Finset.sum_add_sum_compl]
    unfold mass
    simp_rw [hsucc]
    exact Finset.sum_comm
  linarith
```

## (d) Conservation of probability

For any start $\mu$, show that

$$\sum_x\mu_n(x)=\sum_x\mu(x).$$

**Solution.** Sum (a) over $y$ and exchange the sums. Because $\sum_yP(x,y)=1$, the total after $n+1$ steps equals that after $n$ steps, and induction finishes the argument.

```lean
/-- The chain conserves total probability. -/
theorem total_conserved {P : Matrix α α ℝ} (hP : IsStochastic P) (μ : α → ℝ) (n : ℕ) :
    ∑ x, evolve P μ n x = ∑ x, μ x := by
  induction n with
  | zero => simp only [evolve, pow_zero, Matrix.vecMul_one]
  | succ n ih =>
    simp_rw [evolve_succ]
    rw [Finset.sum_comm]
    simp_rw [← Finset.mul_sum, hP.row_sum, mul_one]
    exact ih
```

## (e) The bound after $n$ steps

Let $p(S)>0$ and $\mu=p_S$. Show that

$$\mu_n(S^c)\le\frac{nQ}{p(S)},\qquad \mu_n(S)\ge1-\frac{nQ}{p(S)}.$$

**Solution.** Initially nothing is outside, and by (c) each step adds at most $Q/p(S)$. Induction gives the first inequality. For the second, $p_S$ has total mass $p(S)/p(S)=1$, which is where $p(S)>0$ enters. By (d) the total remains one, so $\mu_n(S)=1-\mu_n(S^c)$. The code calls these facts `hout`, `hone` and `htot`.

```lean
/-- **Bottleneck bound.** Started from `p` conditioned on `S`, after `n` steps the chain has
mass at most `n Q / p(S)` outside `S` and at least `1 - n Q / p(S)` inside. -/
theorem bottleneck_bound {P : Matrix α α ℝ} {p : α → ℝ} (hP : IsStochastic P)
    (hp : IsStationary P p) {S : Finset α} (hS : 0 < mass p S) (n : ℕ) :
    mass (evolve P (conditioned p S) n) Sᶜ ≤ n * flow P p S / mass p S ∧
      1 - n * flow P p S / mass p S ≤ mass (evolve P (conditioned p S) n) S := by
  have hout : mass (evolve P (conditioned p S) n) Sᶜ ≤ n * flow P p S / mass p S := by
    induction n with
    | zero =>
      have h0 : mass (evolve P (conditioned p S) 0) Sᶜ = 0 := by
        refine Finset.sum_eq_zero fun x hx => ?_
        simp only [evolve, pow_zero, Matrix.vecMul_one, conditioned,
          if_neg (Finset.mem_compl.mp hx)]
      rw [h0]
      simp
    | succ n ih =>
      have h := leak_per_step hP hp S n
      have e : ((n + 1 : ℕ) : ℝ) * flow P p S / mass p S =
          n * flow P p S / mass p S + flow P p S / mass p S := by
        push_cast
        ring
      linarith
  -- the initial distribution is normalised, and stays so
  have hone : ∑ x, conditioned p S x = 1 := by
    simp only [conditioned, Finset.sum_ite_mem, Finset.univ_inter]
    rw [← Finset.sum_div]
    exact div_self hS.ne'
  have htot : mass (evolve P (conditioned p S) n) S +
      mass (evolve P (conditioned p S) n) Sᶜ = 1 :=
    (Finset.sum_add_sum_compl S _).trans ((total_conserved hP _ n).trans hone)
  exact ⟨hout, by linarith⟩
```

Stationarity is essential here. Take three states with the deterministic jumps $0\to1\to2\to2$, the set $S=\{0,1\}$ and the non-stationary weight $p=(1,0,0)$. Then $p(S)=1$ and $Q=0$, yet after two steps all the mass is outside $S$. Step (b) is what fails: after one step state 1 holds mass 1, although $p(1)=0$.

## (f) Escape as an average over starting states

Let $p(S)>0$ and $\mu=p_S$. Show that

$$p(S)\,\mu_n(S^c)=\sum_{x\in S}p(x)\sum_{y\in S^c}P^n(x,y).$$

**Solution.** By definition $\mu_n(y)=\sum_{x\in S}\frac{p(x)}{p(S)}P^n(x,y)$. Sum over $y\in S^c$, exchange the sums and multiply by $p(S)$. For a stochastic $P$, the inner sum on the right is the probability of being outside $S$ after $n$ steps when starting from the single state $x$; we call it the escape probability from $x$. This is pure algebra, so the theorem assumes neither stochasticity nor stationarity.

```lean
/-- Started from `p` conditioned on `S`, the mass outside `S` after `n` steps, times `p(S)`, is the
`p`-weighted sum over `x ∈ S` of the total of row `x` of `P ^ n` over the complement of `S`. -/
theorem escape_average (P : Matrix α α ℝ) {p : α → ℝ} {S : Finset α}
    (hS : 0 < mass p S) (n : ℕ) :
    mass p S * mass (evolve P (conditioned p S) n) Sᶜ =
      ∑ x ∈ S, p x * ∑ y ∈ Sᶜ, (P ^ n) x y := by
  have hne := hS.ne'
  have hv : ∀ y, evolve P (conditioned p S) n y =
      ∑ x ∈ S, p x / mass p S * (P ^ n) x y := by
    intro y
    have h : evolve P (conditioned p S) n y = ∑ x, conditioned p S x * (P ^ n) x y := rfl
    rw [h]
    simp only [conditioned, ite_mul, zero_mul, Finset.sum_ite_mem, Finset.univ_inter]
  have hm : mass (evolve P (conditioned p S) n) Sᶜ =
      ∑ y ∈ Sᶜ, ∑ x ∈ S, p x / mass p S * (P ^ n) x y :=
    Finset.sum_congr rfl fun y _ => hv y
  rw [hm, Finset.sum_comm, Finset.mul_sum]
  refine Finset.sum_congr rfl fun x _ => ?_
  rw [Finset.mul_sum, Finset.mul_sum]
  refine Finset.sum_congr rfl fun y _ => ?_
  field_simp
```

## (g) The first step

Under the same assumptions, show that the bound is attained at $n=1$:

$$p(S)\,\mu_1(S^c)=Q.$$

**Solution.** Put $n=1$ in (f). The right-hand side becomes the definition of $Q$.

```lean
/-- Started from `p` conditioned on `S`, the mass outside `S` after one step, times `p(S)`, is
exactly `Q`. -/
theorem first_step_sharp (P : Matrix α α ℝ) {p : α → ℝ} {S : Finset α}
    (hS : 0 < mass p S) :
    mass p S * mass (evolve P (conditioned p S) 1) Sᶜ = flow P p S := by
  rw [escape_average P hS 1, pow_one]
  exact Finset.sum_congr rfl fun x _ => Finset.mul_sum _ _ _
```

## (h) A single trapped state

Let $p(S)>0$. Show that for each $n$ there is a state $x\in S$ with

$$\sum_{y\in S^c}P^n(x,y)\le\frac{nQ}{p(S)}.$$

**Solution.** Suppose every escape probability from $S$ exceeded $B=nQ/p(S)$. Some state of $S$ has positive weight, so the $p$-weighted sum in (f) would be strictly larger than $p(S)B$. But (e) says that it is at most $p(S)B$. In Lean, `hpos` supplies the state of positive weight and `hlt` the strict inequality.

The state may depend on $n$, and other states of $S$ may escape much faster.

```lean
/-- Some single state of `S`, taken as starting point, has probability at most `n Q / p(S)`
of being outside `S` after `n` steps. -/
theorem exists_trapped_start {P : Matrix α α ℝ} {p : α → ℝ} (hP : IsStochastic P)
    (hp : IsStationary P p) {S : Finset α} (hS : 0 < mass p S) (n : ℕ) :
    ∃ x ∈ S, ∑ y ∈ Sᶜ, (P ^ n) x y ≤ n * flow P p S / mass p S := by
  by_contra hcon
  have h : ∀ x ∈ S, n * flow P p S / mass p S < ∑ y ∈ Sᶜ, (P ^ n) x y :=
    fun x hx => lt_of_not_ge fun hle => hcon ⟨x, hx, hle⟩
  -- some state of `S` carries positive weight
  have hpos : ∃ x ∈ S, 0 < p x := by
    by_contra hz
    have : mass p S ≤ 0 :=
      Finset.sum_nonpos fun x hx => le_of_not_gt fun hlt => hz ⟨x, hx, hlt⟩
    linarith
  obtain ⟨z, hz, hpz⟩ := hpos
  have hlt : ∑ x ∈ S, p x * (n * flow P p S / mass p S) <
      ∑ x ∈ S, p x * ∑ y ∈ Sᶜ, (P ^ n) x y :=
    Finset.sum_lt_sum (fun x hx => mul_le_mul_of_nonneg_left (h x hx).le (hp.nonneg x))
      ⟨z, hz, mul_lt_mul_of_pos_left (h z hz) hpz⟩
  have e : ∑ x ∈ S, p x * (n * flow P p S / mass p S) =
      mass p S * (n * flow P p S / mass p S) := (Finset.sum_mul _ _ _).symm
  rw [← escape_average P hS n, e] at hlt
  have hle := mul_le_mul_of_nonneg_left (bottleneck_bound hP hp hS n).1 hS.le
  linarith
```

## (i) A lower bound on the equilibration time

Now let $p$ be normalised, with $p(S)>0$. Suppose that after $n$ steps every start $x\in S$ satisfies $\left|\sum_{y\in S^c}P^n(x,y)-p(S^c)\right|\le\varepsilon$. Show that

$$1-p(S)-\varepsilon\le\frac{nQ}{p(S)}.$$

**Solution.** Take the state $x$ from (h). Its escape probability is at least $p(S^c)-\varepsilon=1-p(S)-\varepsilon$ and at most $nQ/p(S)$.

If $Q>0$, this reads $n\ge p(S)\,(1-p(S)-\varepsilon)/Q$. For a Monte Carlo simulation with a fixed transition matrix on a finite state space, a flow $Q$ that is small compared with $p(S)\,(1-p(S)-\varepsilon)$ therefore means that many steps are needed before the distribution from every start in $S$ gives the right weight outside it to within $\varepsilon$. The bound concerns one chosen set $S$; the theorem does not optimise over sets to find the worst bottleneck.

```lean
/-- If after `n` steps every start in `S` gives the complement of `S` its equilibrium
probability to within `ε`, then `n Q / p(S)` is at least `1 - p(S) - ε`. -/
theorem equilibration_time_bound {P : Matrix α α ℝ} {p : α → ℝ} (hP : IsStochastic P)
    (hp : IsStationary P p) (hsum : ∑ x, p x = 1) {S : Finset α} (hS : 0 < mass p S)
    (n : ℕ) (ε : ℝ) (hmix : ∀ x ∈ S, |∑ y ∈ Sᶜ, (P ^ n) x y - mass p Sᶜ| ≤ ε) :
    1 - mass p S - ε ≤ n * flow P p S / mass p S := by
  obtain ⟨x, hx, h⟩ := exists_trapped_start hP hp hS n
  have h1 := (abs_le.mp (hmix x hx)).1
  have h2 : mass p S + mass p Sᶜ = 1 := (Finset.sum_add_sum_compl S p).trans hsum
  linarith
```

## (j) The two-state chain again

For $0<a,b\le1$, show that the chain of the opening example meets the hypotheses of (e) with $S=\{0\}$ and the normalised weight

$$p=\left(\frac{b}{a+b},\ \frac{a}{a+b}\right).$$

**Solution.** The matrix has rows $(1-a,\,a)$ and $(b,\,1-b)$, which are non-negative and sum to one. Apart from the common factor $1/(a+b)$, stationarity is

$$b(1-a)+ab=b,\qquad ba+a(1-b)=a.$$

The entries of $p$ sum to one, and $p(S)=b/(a+b)>0$. The Lean proof treats the states one by one and closes the stationarity equations with `ring`.

Here $Q=ab/(a+b)$, so $Q/p(S)=a$, and (e) returns the estimate $m_n\le na$.

```lean
/-- The two-state chain with positive jump probabilities `a` and `b` is stochastic, has the
normalised stationary distribution `(b, a) / (a + b)`, and its first state has positive weight. -/
theorem two_state_witness {a b : ℝ} (ha : 0 < a) (ha1 : a ≤ 1) (hb : 0 < b) (hb1 : b ≤ 1) :
    IsStochastic !![1 - a, a; b, 1 - b] ∧
      IsStationary !![1 - a, a; b, 1 - b] ![b / (a + b), a / (a + b)] ∧
      ∑ x, ![b / (a + b), a / (a + b)] x = 1 ∧
      0 < mass ![b / (a + b), a / (a + b)] {0} := by
  have hab : a + b ≠ 0 := by positivity
  refine ⟨⟨?_, ?_⟩, ⟨?_, ?_⟩, ?_, ?_⟩
  · intro x y
    fin_cases x <;> fin_cases y <;> simp <;> linarith
  · intro x
    fin_cases x <;> simp [Fin.sum_univ_two]
  · refine Fin.forall_fin_two.2 ⟨?_, ?_⟩
    · show (0 : ℝ) ≤ b / (a + b)
      positivity
    · show (0 : ℝ) ≤ a / (a + b)
      positivity
  · refine Fin.forall_fin_two.2 ⟨?_, ?_⟩
    · rw [Fin.sum_univ_two]
      show b / (a + b) * (1 - a) + a / (a + b) * b = b / (a + b)
      ring
    · rw [Fin.sum_univ_two]
      show b / (a + b) * a + a / (a + b) * (1 - b) = a / (a + b)
      ring
  · rw [Fin.sum_univ_two]
    show b / (a + b) + a / (a + b) = 1
    rw [← add_div, add_comm b a]
    exact div_self hab
  · rw [mass, Finset.sum_singleton]
    show (0 : ℝ) < b / (a + b)
    positivity

end

end BottleneckBound
```

```lean
#print axioms BottleneckBound.bottleneck_bound
#print axioms BottleneckBound.first_step_sharp
#print axioms BottleneckBound.equilibration_time_bound
```

```
'BottleneckBound.bottleneck_bound' depends on axioms: [propext, Classical.choice, Quot.sound]
'BottleneckBound.first_step_sharp' depends on axioms: [propext, Classical.choice, Quot.sound]
'BottleneckBound.equilibration_time_bound' depends on axioms: [propext, Classical.choice, Quot.sound]
```
